# Cartesian form of the 3j symbols (1 1 0), (1 1 1) and (1 1 2): −δ_ij/√3, iε_ijk/√6 and the symmetric traceless projector

Let x, y, z be the Cartesian unit vectors and take the spherical basis

e₁ = −(x + iy)/√2, e₀ = z, e₋₁ = (x − iy)/√2.

I write (a b c; α β γ) for a 3j symbol, e_m(i) for the Cartesian component i of e_m, and

t_M(ij) = Σ_{m,m'} (1 1 2; m m' −M) e_m(i) e_m'(j).

Contracting (1 1 0) with two basis vectors should give −δ_ij/√3, and contracting (1 1 1) with three should give iε_ijk/√6. For rank two I expect

5 Σ_M t_M(ij) conj t_M(kl) = (δ_ik δ_jl + δ_il δ_jk)/2 − δ_ij δ_kl/3.

The signs depend on several phase conventions at once. Can all three be derived explicitly and checked by machine, including the 3j values themselves?

## From the 3j table to Cartesian tensors

Yes. Racah's formula writes a 3j symbol as a rational alternating sum times the square root of a rational number. For (1 1 0; 0 0 0) the number under the root is 1/3. Only the term k = 1 of the sum survives, and it equals −1, so the symbol is −1/√3. The other values follow in the same way:

(1 1 0; m −m 0) = (2m² − 1)/√3

(1 1 1; 1 −1 0) = 1/√6, changing sign when two projections are exchanged

(1 1 2; ±1 ±1 ∓2) = 1/√5

(1 1 2; ±1 0 ∓1) = (1 1 2; 0 ±1 ∓1) = −1/√10

(1 1 2; ±1 ∓1 0) = 1/√30, (1 1 2; 0 0 0) = 2/√30

All other entries with allowed projections vanish.

**Scalar.** Write u = e₁ and v = e₋₁. Multiplying out,

u_i v_j = −[x_i x_j + y_i y_j + i(y_i x_j − x_i y_j)]/2.

Adding the term with i and j exchanged removes the antisymmetric part, so

u_i v_j + v_i u_j = −(x_i x_j + y_i y_j),

δ_ij = z_i z_j − u_i v_j − v_i u_j.

The (1 1 0) contraction is (u_i v_j + v_i u_j − z_i z_j)/√3 = −δ_ij/√3.

**Triple product.** The (1 1 1) contraction is 1/√6 times the sum of u_i v_j z_k over all six orders of u, v, z, each with the sign of the permutation. It equals (u × v)·z ε_ijk/√6. Since

u × v = −(x + iy) × (x − iy)/2 = −(−2iz)/2 = iz,

the result is iε_ijk/√6.

**Rank two.** Set P_ij = u_i v_j + v_i u_j and Z_ij = z_i z_j. The table gives

t₂ = u_i u_j/√5, t₋₂ = v_i v_j/√5

t₁ = −(u_i z_j + z_i u_j)/√10, t₋₁ = −(v_i z_j + z_i v_j)/√10

t₀ = (P_ij + 2Z_ij)/√30.

Conjugation obeys conj e_m = (−1)^m e₋ₘ, so conj u = −v and conj v = −u. The left side of the identity is therefore

u_i u_j v_k v_l + v_i v_j u_k u_l
− ½[(u_i z_j + z_i u_j)(v_k z_l + z_k v_l) + (v_i z_j + z_i v_j)(u_k z_l + z_k u_l)]
+ (P_ij + 2Z_ij)(P_kl + 2Z_kl)/6.

On the right side, insert δ = Z − P into each delta. The half-sum (δ_ik δ_jl + δ_il δ_jk)/2 produces the first two lines above plus Z_ij Z_kl + ½P_ij P_kl. Subtracting δ_ij δ_kl/3 leaves

Z_ij Z_kl + ½P_ij P_kl − (Z_ij − P_ij)(Z_kl − P_kl)/3 = (P_ij + 2Z_ij)(P_kl + 2Z_kl)/6,

which is the third line. Contracting the identity with any tensor T_kl gives (T_ij + T_ji)/2 − δ_ij tr T/3, the symmetric traceless part of T.

The conjugate matters. Without it, the component i = k = y, j = l = z comes out as −1/2 instead of +1/2.

## What the Lean statements say

`threeJ` is Racah's formula for integer angular momenta, with real values. It is meant for arguments that satisfy the triangle condition and the bounds on the projections. The formula is the definition here; its derivation from the coupling of angular momentum states is not covered, nor are half-integer values.

Cartesian indices are elements of `Fin 3`, with 0, 1, 2 standing for x, y, z. `delta` is the Kronecker delta, and `delta a` also serves as a unit vector. `levi` is ε_ijk with ε_012 = 1, `e m i` is e_m(i), and `quad M i j` is t_M(ij). Sums over `Icc (-1 : ℤ) 1` and `Icc (-2 : ℤ) 2` run over the magnetic quantum numbers.

`contraction_scalar`, `contraction_triple` and `quad_sum` are the three identities, for all Cartesian indices. `quad_projection` is the statement about T, for an arbitrary complex 3×3 array. If Σ_kl conj t_M(kl) T_kl are taken as the spherical components, multiplying them by 5 t_M(ij) and summing over M recovers any symmetric traceless T, such as a traceless quadrupole or field-gradient tensor. The usual Clebsch–Gordan convention instead takes the components (−1)^M √5 Σ_kl t_M(kl) T_kl, with an extra sign for odd M and no conjugate. Multiplying these by (−1)^M √5 conj t_M(ij) and summing over M recovers the same T. The entries of T are fixed numbers here, with no operators or wave functions.

```lean
import Mathlib

open Finset Complex ComplexConjugate

namespace WignerCartesian

noncomputable section

/-- The factorial of a non-negative integer, as a rational number. -/
def fact (n : ℤ) : ℚ := (n.toNat.factorial : ℚ)

/-- The reciprocal factorial, which vanishes at negative integers. -/
def invFact (n : ℤ) : ℚ := if n < 0 then 0 else 1 / fact n

/-- The number under the square root in Racah's formula, for integers `a, b, c ≥ 0` that
satisfy the triangle condition and projections with `|α| ≤ a`, `|β| ≤ b`, `|γ| ≤ c`. -/
def radicand (a b c α β γ : ℤ) : ℚ :=
  fact (a + b - c) * fact (a - b + c) * fact (-a + b + c) / fact (a + b + c + 1) *
    (fact (a + α) * fact (a - α) * fact (b + β) * fact (b - β) * fact (c + γ) * fact (c - γ))

/-- The alternating sum in Racah's formula with its phase and the selection rule
`α + β + γ = 0`, on the same domain as `radicand`. -/
def racahSum (a b c α β γ : ℤ) : ℚ :=
  if α + β + γ = 0 then
    (-1) ^ (a - b - γ).natAbs * ∑ k ∈ range (a + b - c + 1).toNat,
      (-1) ^ k * (invFact k * invFact (c - b + k + α) * invFact (c - a + k - β) *
        invFact (a + b - c - k) * invFact (a - α - k) * invFact (b + β - k))
  else 0

/-- The Wigner 3j symbol `(a b c; α β γ)` by Racah's formula, for integers `a, b, c ≥ 0` that
satisfy the triangle condition and projections with `|α| ≤ a`, `|β| ≤ b`, `|γ| ≤ c`. -/
def threeJ (a b c α β γ : ℤ) : ℝ :=
  (racahSum a b c α β γ : ℝ) * √(radicand a b c α β γ : ℝ)

/-- The Kronecker delta; `delta a` is also the Cartesian unit vector along axis `a`. -/
def delta (i j : Fin 3) : ℂ := if i = j then 1 else 0

/-- The Levi-Civita symbol, as half the product of the index differences. -/
def levi (i j k : Fin 3) : ℂ :=
  ((j.val : ℂ) - i.val) * ((k.val : ℂ) - i.val) * ((k.val : ℂ) - j.val) / 2

/-- The spherical basis `e₁ = -(x + iy)/√2`, `e₀ = z`, `e₋₁ = (x - iy)/√2`,
set to zero for other `m`. -/
def e (m : ℤ) (i : Fin 3) : ℂ :=
  if m = 1 then -(delta 0 i + I * delta 1 i) / (√2 : ℝ)
  else if m = 0 then delta 2 i
  else if m = -1 then (delta 0 i - I * delta 1 i) / (√2 : ℝ)
  else 0

/-- The rank-two tensor `t_M = ∑ (1 1 2; m m' -M) e_m ⊗ e_m'` in Cartesian components. -/
def quad (M : ℤ) (i j : Fin 3) : ℂ :=
  ∑ m ∈ Icc (-1 : ℤ) 1, ∑ m' ∈ Icc (-1 : ℤ) 1,
    (threeJ 1 1 2 m m' (-M) : ℂ) * e m i * e m' j

/-- A 3j symbol equals `c/√n` if its square is `c²/n` and its sign agrees with that of `c`,
where `n` is positive and the number under Racah's root is non-negative. -/
theorem threeJ_eq {a b d α β γ : ℤ} (c : ℤ) (n : ℕ)
    (h : 0 < n ∧ 0 ≤ radicand a b d α β γ ∧
      racahSum a b d α β γ ^ 2 * radicand a b d α β γ * (n : ℚ) = (c : ℚ) ^ 2 ∧
      0 ≤ racahSum a b d α β γ * (c : ℚ)) :
    threeJ a b d α β γ = (c : ℝ) / √(n : ℝ) := by
  obtain ⟨hn, hR, hsq, hs⟩ := h
  unfold threeJ
  generalize radicand a b d α β γ = R at *
  generalize racahSum a b d α β γ = S at *
  have hn' : (0 : ℝ) < n := by exact_mod_cast hn
  have hR' : (0 : ℝ) ≤ R := by exact_mod_cast hR
  have hsq' : (S : ℝ) ^ 2 * R * n = (c : ℝ) ^ 2 := by exact_mod_cast hsq
  have hs' : (0 : ℝ) ≤ S * c := by exact_mod_cast hs
  have h2 : ((S : ℝ) * √(R : ℝ)) ^ 2 = ((c : ℝ) / √(n : ℝ)) ^ 2 := by
    rw [mul_pow, div_pow, Real.sq_sqrt hR', Real.sq_sqrt hn'.le, eq_div_iff hn'.ne', hsq']
  have hp : 0 ≤ ((S : ℝ) * √(R : ℝ)) * ((c : ℝ) / √(n : ℝ)) := by
    have h3 := mul_nonneg hs' (div_nonneg (Real.sqrt_nonneg (R : ℝ)) (Real.sqrt_nonneg (n : ℝ)))
    calc (0 : ℝ) ≤ _ := h3
      _ = _ := by ring
  generalize (S : ℝ) * √(R : ℝ) = x at *
  generalize (c : ℝ) / √(n : ℝ) = y at *
  -- equal squares leave `x = y` or `x = -y`, and the sign excludes the second
  have h0 : (x - y) * (x + y) = 0 := by linear_combination h2
  rcases mul_eq_zero.mp h0 with h | h
  · linarith
  · have h4 : x * y = -y ^ 2 := by linear_combination y * h
    have hy : y = 0 := pow_eq_zero_iff two_ne_zero |>.mp
      (le_antisymm (by linarith) (sq_nonneg y))
    linarith

/-- The tabulated symbols `(1 1 0)`, `(1 1 1)` and `(1 1 2)` for all allowed projections. -/
theorem threeJ_table :
    (∀ m ∈ Icc (-1 : ℤ) 1, ∀ m' ∈ Icc (-1 : ℤ) 1, threeJ 1 1 0 m m' 0 =
      ((if m + m' = 0 then 2 * m ^ 2 - 1 else 0 : ℤ) : ℝ) / √((3 : ℕ) : ℝ)) ∧
    (∀ m ∈ Icc (-1 : ℤ) 1, ∀ m' ∈ Icc (-1 : ℤ) 1, ∀ q ∈ Icc (-1 : ℤ) 1, threeJ 1 1 1 m m' q =
      (((m - m') * (m' - q) * (q - m) / 2 : ℤ) : ℝ) / √((6 : ℕ) : ℝ)) ∧
    (∀ m ∈ Icc (-1 : ℤ) 1, ∀ m' ∈ Icc (-1 : ℤ) 1, ∀ q ∈ Icc (-2 : ℤ) 2, threeJ 1 1 2 m m' q =
      ((if m + m' + q = 0 then (if q = 0 then 2 - m ^ 2 else if q ^ 2 = 1 then -1 else 1)
        else 0 : ℤ) : ℝ) /
      √((if q = 0 then 30 else if q ^ 2 = 1 then 10 else 5 : ℕ) : ℝ)) := by
  refine ⟨?_, ?_, ?_⟩
  · intro m hm m' hm'
    apply threeJ_eq
    revert m m'
    decide +kernel
  · intro m hm m' hm' q hq
    apply threeJ_eq
    revert m m' q
    decide +kernel
  · intro m hm m' hm' q hq
    apply threeJ_eq
    revert m m' q
    decide +kernel

/-- Sums over the projections of angular momentum one and two, written out. -/
theorem sum_projections (f : ℤ → ℂ) :
    (∑ m ∈ Icc (-1 : ℤ) 1, f m = f (-1) + f 0 + f 1) ∧
    (∑ m ∈ Icc (-2 : ℤ) 2, f m = f (-2) + f (-1) + f 0 + f 1 + f 2) := by
  constructor
  · rw [show Icc (-1 : ℤ) 1 = {-1, 0, 1} by decide]
    simp
    ring
  · rw [show Icc (-2 : ℤ) 2 = {-2, -1, 0, 1, 2} by decide]
    simp
    ring

/-- Completeness of the spherical basis: `δ_ij = e₀e₀ - e₁e₋₁ - e₋₁e₁`. -/
theorem completeness (i j : Fin 3) :
    delta i j = e 0 i * e 0 j - e 1 i * e (-1) j - e (-1) i * e 1 j := by
  have hr : ((√2 : ℝ) : ℂ)⁻¹ ^ 2 = 1 / 2 := by
    rw [inv_pow, ← ofReal_pow, Real.sq_sqrt (by norm_num)]
    norm_num
  have hd : delta i j = delta 0 i * delta 0 j + delta 1 i * delta 1 j + delta 2 i * delta 2 j := by
    fin_cases i <;> fin_cases j <;> simp [delta]
  rw [hd]
  norm_num only [e, if_true, if_false, div_eq_mul_inv]
  linear_combination (-2 * (delta 0 i * delta 0 j + delta 1 i * delta 1 j)) * hr +
    2 * ((√2 : ℝ) : ℂ)⁻¹ ^ 2 * delta 1 i * delta 1 j * I_sq

/-- Complex conjugation of the spherical basis: `conj e_m = (-1)^m e_{-m}`. -/
theorem conj_e (i : Fin 3) :
    conj (e 1 i) = -e (-1) i ∧ conj (e 0 i) = e 0 i ∧ conj (e (-1) i) = -e 1 i := by
  have hd : ∀ a, conj (delta a i) = delta a i := by
    intro a
    unfold delta
    split_ifs <;> simp
  refine ⟨?_, ?_, ?_⟩ <;> simp [e, hd] <;> ring

/-- Contraction of `(1 1 0)` with two spherical vectors gives `-δ_ij/√3`. -/
theorem contraction_scalar (i j : Fin 3) :
    ∑ m ∈ Icc (-1 : ℤ) 1, ∑ m' ∈ Icc (-1 : ℤ) 1,
      (threeJ 1 1 0 m m' 0 : ℂ) * e m i * e m' j = -delta i j / (√3 : ℝ) := by
  simp only [(sum_projections _).1]
  simp [threeJ_table.1]
  linear_combination ((√3 : ℝ) : ℂ)⁻¹ * completeness i j

/-- Contraction of `(1 1 1)` with three spherical vectors gives `i ε_ijk/√6`. -/
theorem contraction_triple (i j k : Fin 3) :
    ∑ m ∈ Icc (-1 : ℤ) 1, ∑ m' ∈ Icc (-1 : ℤ) 1, ∑ q ∈ Icc (-1 : ℤ) 1,
      (threeJ 1 1 1 m m' q : ℂ) * e m i * e m' j * e q k = I * levi i j k / (√6 : ℝ) := by
  have hr : ((√2 : ℝ) : ℂ)⁻¹ ^ 2 = 1 / 2 := by
    rw [inv_pow, ← ofReal_pow, Real.sq_sqrt (by norm_num)]
    norm_num
  have hD : delta 0 i * (delta 1 j * delta 2 k - delta 2 j * delta 1 k)
      - delta 1 i * (delta 0 j * delta 2 k - delta 2 j * delta 0 k)
      + delta 2 i * (delta 0 j * delta 1 k - delta 1 j * delta 0 k) = levi i j k := by
    fin_cases i <;> fin_cases j <;> fin_cases k <;> simp [delta, levi] <;> norm_num
  -- the triple product of `e₁, e₋₁, e₀` is `i` times that of `x, y, z`
  have hE : e 1 i * (e (-1) j * e 0 k - e 0 j * e (-1) k)
      - e (-1) i * (e 1 j * e 0 k - e 0 j * e 1 k)
      + e 0 i * (e 1 j * e (-1) k - e (-1) j * e 1 k) = I * levi i j k := by
    norm_num only [e, if_true, if_false, div_eq_mul_inv]
    linear_combination 2 * ((√2 : ℝ) : ℂ)⁻¹ ^ 2 * I * hD + 2 * I * levi i j k * hr
  simp only [(sum_projections _).1]
  simp [threeJ_table.2.1]
  linear_combination ((√6 : ℝ) : ℂ)⁻¹ * hE

/-- The five tensors `t_M` as combinations of products of two spherical vectors. -/
theorem quad_components (i j : Fin 3) :
    quad 2 i j = e 1 i * e 1 j / (√5 : ℝ) ∧
    quad 1 i j = -(e 1 i * e 0 j + e 0 i * e 1 j) / (√10 : ℝ) ∧
    quad 0 i j = (e 1 i * e (-1) j + e (-1) i * e 1 j + 2 * e 0 i * e 0 j) / (√30 : ℝ) ∧
    quad (-1) i j = -(e (-1) i * e 0 j + e 0 i * e (-1) j) / (√10 : ℝ) ∧
    quad (-2) i j = e (-1) i * e (-1) j / (√5 : ℝ) := by
  simp only [quad, (sum_projections _).1]
  refine ⟨?_, ?_, ?_, ?_, ?_⟩ <;> simp [threeJ_table.2.2] <;> ring

/-- The sum `5 ∑ t_M conj(t_M)` over the five projections is
`(δ_ik δ_jl + δ_il δ_jk)/2 - δ_ij δ_kl/3`. -/
theorem quad_sum (i j k l : Fin 3) :
    5 * ∑ M ∈ Icc (-2 : ℤ) 2, quad M i j * conj (quad M k l) =
      (delta i k * delta j l + delta i l * delta j k) / 2 - delta i j * delta k l / 3 := by
  have hs : ∀ x : ℝ, 0 ≤ x → ((√x : ℝ) : ℂ)⁻¹ ^ 2 = (x : ℂ)⁻¹ := by
    intro x hx
    rw [inv_pow, ← ofReal_pow, Real.sq_sqrt hx]
  have h5 : ((√5 : ℝ) : ℂ)⁻¹ ^ 2 = 1 / 5 := by
    rw [hs 5 (by norm_num)]; norm_num
  have h10 : ((√10 : ℝ) : ℂ)⁻¹ ^ 2 = 1 / 10 := by
    rw [hs 10 (by norm_num)]; norm_num
  have h30 : ((√30 : ℝ) : ℂ)⁻¹ ^ 2 = 1 / 30 := by
    rw [hs 30 (by norm_num)]; norm_num
  simp only [(sum_projections _).2, (quad_components _ _).1, (quad_components _ _).2.1,
    (quad_components _ _).2.2.1, (quad_components _ _).2.2.2.1, (quad_components _ _).2.2.2.2,
    map_div₀, map_neg, map_add, map_mul, map_ofNat, conj_ofReal,
    (conj_e _).1, (conj_e _).2.1, (conj_e _).2.2, completeness]
  -- what remains is a polynomial identity in the spherical components
  linear_combination
    5 * (e 1 i * e 1 j * e (-1) k * e (-1) l + e (-1) i * e (-1) j * e 1 k * e 1 l) * h5
    - 5 * ((e 1 i * e 0 j + e 0 i * e 1 j) * (e (-1) k * e 0 l + e 0 k * e (-1) l)
      + (e (-1) i * e 0 j + e 0 i * e (-1) j) * (e 1 k * e 0 l + e 0 k * e 1 l)) * h10
    + 5 * ((e 1 i * e (-1) j + e (-1) i * e 1 j + 2 * e 0 i * e 0 j)
      * (e 1 k * e (-1) l + e (-1) k * e 1 l + 2 * e 0 k * e 0 l)) * h30

/-- Expanding a Cartesian tensor `T` in the `t_M` returns its symmetric traceless part. -/
theorem quad_projection (T : Fin 3 → Fin 3 → ℂ) (i j : Fin 3) :
    5 * ∑ M ∈ Icc (-2 : ℤ) 2, quad M i j * ∑ k, ∑ l, conj (quad M k l) * T k l =
      (T i j + T j i) / 2 - delta i j * (∑ k, T k k) / 3 := by
  have hT : ∑ k, ∑ l, ((delta i k * delta j l + delta i l * delta j k) / 2
      - delta i j * delta k l / 3) * T k l =
      (T i j + T j i) / 2 - delta i j * (∑ k, T k k) / 3 := by
    fin_cases i <;> fin_cases j <;> simp [delta, Fin.sum_univ_three] <;> ring
  rw [← hT]
  simp only [← quad_sum, (sum_projections _).2, Fin.sum_univ_three]
  ring

end

end WignerCartesian
```

```lean
#print axioms WignerCartesian.contraction_scalar
#print axioms WignerCartesian.contraction_triple
#print axioms WignerCartesian.quad_projection
```

```
'WignerCartesian.contraction_scalar' depends on axioms: [propext, Classical.choice, Quot.sound]
'WignerCartesian.contraction_triple' depends on axioms: [propext, Classical.choice, Quot.sound]
'WignerCartesian.quad_projection' depends on axioms: [propext, Classical.choice, Quot.sound]
```

## How Lean reaches the three identities

`threeJ_eq` reduces a value c/√n to rational conditions: the square must be c²/n and the sign must agree with c. `threeJ_table` then settles every entry, zeros included, with `decide +kernel`, which evaluates these conditions for each allowed set of projections.

`sum_projections` writes out the sums. `completeness` and `conj_e` are the formulas for δ_ij and conj e_m. In `contraction_scalar`, `linear_combination` multiplies completeness by 1/√3. In `contraction_triple`, `hD` identifies the determinant of x, y, z with `levi`, and `hE` supplies the factor i from u, v, z.

`quad_components` lists the five tensors t_M in terms of products of two spherical vectors. `quad_sum` substitutes them, conjugates, and replaces each delta by completeness. Its final `linear_combination` uses the squares of 1/√5, 1/√10 and 1/√30 to close the polynomial identity worked out above. For `quad_projection`, `hT` contracts the right side with T, and `quad_sum` turns it back into the sum over M.

The triple product also yields the antisymmetric projector, though the file does not state it. With s_M(ij) = Σ_{m,m'} (1 1 1; m m' −M) e_m(i) e_m'(j), orthonormality of the e_m gives

3 Σ_M s_M(ij) conj s_M(kl) = ½ Σ_p ε_ijp ε_klp = (δ_ik δ_jl − δ_il δ_jk)/2,

where M runs from −1 to 1 and p over the Cartesian axes.
